# A singly occupied defect state has a stability window exactly when U > 0

Reading the transition levels of a defect as rungs that fill one electron at a time predicts a range of the electron chemical potential in which the singly occupied state is lowest in energy, and for a negative-U center no such range exists. Here $U = E_0 + E_2 - 2E_1$, where $E_n$ is the energy of the defect with $n$ added electrons, and states are compared by $E_n - n\mu$ at chemical potential $\mu$. For one defect with fixed charge-state energies, the file below proves that the singly occupied state lies below both the empty and the doubly occupied state at some $\mu$ exactly when $U > 0$. For $U < 0$ it gives the smallest height of the singly occupied state above the lower of the other two.

In Lean 4 with Mathlib:

```lean
import Mathlib

open Real

namespace NegativeU

noncomputable section

/-- Grand energy `E n - n μ` of the charge state with `n` added electrons, in contact with a
reservoir at chemical potential `μ`. -/
def grand (E : ℕ → ℝ) (n : ℕ) (μ : ℝ) : ℝ := E n - n * μ

/-- Effective correlation energy `U = E0 + E2 - 2 E1`. -/
def hubbardU (E : ℕ → ℝ) : ℝ := E 0 + E 2 - 2 * E 1

/-- One-electron transition level `E1 - E0` between charge states 0 and 1. -/
def level01 (E : ℕ → ℝ) : ℝ := E 1 - E 0

/-- One-electron transition level `E2 - E1` between charge states 1 and 2. -/
def level12 (E : ℕ → ℝ) : ℝ := E 2 - E 1

/-- Two-electron transition level `(E2 - E0)/2` between charge states 0 and 2. -/
def level02 (E : ℕ → ℝ) : ℝ := (E 2 - E 0) / 2

/-- Boltzmann weight of charge state `n` at inverse temperature `β`. -/
def weight (E : ℕ → ℝ) (β μ : ℝ) (n : ℕ) : ℝ := exp (-β * grand E n μ)

/-- Thermal population of charge state 1 among the nondegenerate states 0, 1, 2. -/
def pop1 (E : ℕ → ℝ) (β μ : ℝ) : ℝ :=
  weight E β μ 1 / (weight E β μ 0 + weight E β μ 1 + weight E β μ 2)

/-- `U` is the spacing of the two one-electron levels, and the two-electron level is their
mean. -/
theorem levels_relations (E : ℕ → ℝ) :
    hubbardU E = level12 E - level01 E ∧ level02 E = (level01 E + level12 E) / 2 := by
  unfold hubbardU level01 level12 level02
  constructor <;> ring

/-- State 1 lies strictly below states 0 and 2 exactly when `μ` is above the 0/1 level and
below the 1/2 level. -/
theorem stability_window (E : ℕ → ℝ) (μ : ℝ) :
    (grand E 1 μ < grand E 0 μ ∧ grand E 1 μ < grand E 2 μ) ↔
      (level01 E < μ ∧ μ < level12 E) := by
  unfold grand level01 level12
  push_cast
  constructor <;> rintro ⟨h1, h2⟩ <;> constructor <;> linarith

/-- Some chemical potential puts state 1 strictly below states 0 and 2 exactly when `U > 0`. -/
theorem exists_stable_iff_U_pos (E : ℕ → ℝ) :
    (∃ μ, grand E 1 μ < grand E 0 μ ∧ grand E 1 μ < grand E 2 μ) ↔ 0 < hubbardU E := by
  obtain ⟨hU, hm⟩ := levels_relations E
  constructor
  · -- a nonempty window has positive width `U`
    rintro ⟨μ, h⟩
    obtain ⟨h1, h2⟩ := (stability_window E μ).1 h
    linarith
  · -- the midpoint of the window serves
    intro h
    refine ⟨level02 E, (stability_window E _).2 ⟨?_, ?_⟩⟩ <;> linarith

/-- `U < 0` exactly when the two-electron level lies strictly above the 1/2 level and strictly
below the 0/1 level. -/
theorem U_neg_iff_inverted_levels (E : ℕ → ℝ) :
    hubbardU E < 0 ↔ (level12 E < level02 E ∧ level02 E < level01 E) := by
  obtain ⟨hU, hm⟩ := levels_relations E
  constructor
  · intro h
    constructor <;> linarith
  · rintro ⟨h1, h2⟩
    linarith

/-- For `U < 0` the smallest value over `μ` of the height of state 1 above the lower of states
0 and 2 is the positive number `-U/2`, and it is reached at the two-electron level. -/
theorem negative_U_gap (E : ℕ → ℝ) (hU : hubbardU E < 0) :
    0 < -hubbardU E / 2 ∧
    (∀ μ, -hubbardU E / 2 ≤ grand E 1 μ - min (grand E 0 μ) (grand E 2 μ)) ∧
    grand E 1 (level02 E) - min (grand E 0 (level02 E)) (grand E 2 (level02 E))
      = -hubbardU E / 2 := by
  refine ⟨by linarith, fun μ => ?_, ?_⟩
  · -- the minimum is at most the mean, and `G0 + G2 - 2 G1 = U`
    have h0 := min_le_left (grand E 0 μ) (grand E 2 μ)
    have h2 := min_le_right (grand E 0 μ) (grand E 2 μ)
    have hs : grand E 0 μ + grand E 2 μ - 2 * grand E 1 μ = hubbardU E := by
      unfold grand hubbardU
      push_cast
      ring
    linarith
  · -- states 0 and 2 are degenerate at the two-electron level
    have h : grand E 2 (level02 E) = grand E 0 (level02 E) := by
      unfold grand level02
      push_cast
      ring
    rw [h, min_self]
    unfold grand level02 hubbardU
    push_cast
    ring

/-- The population of state 1 in terms of `U` and the offset of `μ` from the two-electron
level. -/
theorem pop1_eq (E : ℕ → ℝ) (β μ : ℝ) :
    pop1 E β μ = 1 / (1 + exp (-β * hubbardU E / 2) *
      (exp (β * (μ - level02 E)) + exp (-(β * (μ - level02 E))))) := by
  -- weights of states 0 and 2 relative to state 1
  have h0 : weight E β μ 0 = weight E β μ 1 *
      (exp (-β * hubbardU E / 2) * exp (-(β * (μ - level02 E)))) := by
    unfold weight
    rw [← exp_add, ← exp_add]
    congr 1
    unfold grand hubbardU level02
    push_cast
    ring
  have h2 : weight E β μ 2 = weight E β μ 1 *
      (exp (-β * hubbardU E / 2) * exp (β * (μ - level02 E))) := by
    unfold weight
    rw [← exp_add, ← exp_add]
    congr 1
    unfold grand hubbardU level02
    push_cast
    ring
  have hw : 0 < weight E β μ 1 := exp_pos _
  unfold pop1
  rw [h0, h2, div_eq_div_iff (by positivity) (by positivity)]
  ring

/-- The population of state 1 never exceeds `1/(1 + 2 exp(-βU/2))`, and it reaches this value
at the two-electron level. -/
theorem pop1_max (E : ℕ → ℝ) (β : ℝ) :
    (∀ μ, pop1 E β μ ≤ 1 / (1 + 2 * exp (-β * hubbardU E / 2))) ∧
    pop1 E β (level02 E) = 1 / (1 + 2 * exp (-β * hubbardU E / 2)) := by
  constructor
  · intro μ
    rw [pop1_eq]
    -- `exp t + exp (-t) ≥ 2`
    have a := add_one_le_exp (β * (μ - level02 E))
    have b := add_one_le_exp (-(β * (μ - level02 E)))
    have hc : 2 ≤ exp (β * (μ - level02 E)) + exp (-(β * (μ - level02 E))) := by linarith
    have hk := exp_pos (-β * hubbardU E / 2)
    have hm := mul_le_mul_of_nonneg_left hc hk.le
    apply one_div_le_one_div_of_le (by positivity)
    linarith
  · rw [pop1_eq, sub_self, mul_zero, neg_zero, exp_zero]
    congr 1
    ring

/-- For `U < 0` and positive temperature the population of state 1 stays below one third at
every chemical potential. -/
theorem pop1_lt_third (E : ℕ → ℝ) (β μ : ℝ) (hβ : 0 < β) (hU : hubbardU E < 0) :
    pop1 E β μ < 1 / 3 := by
  have hx : 0 < -β * hubbardU E / 2 := by
    have := mul_pos hβ (neg_pos.2 hU)
    linarith
  have he := add_one_le_exp (-β * hubbardU E / 2)
  refine lt_of_le_of_lt ((pop1_max E β).1 μ) ?_
  apply one_div_lt_one_div_of_lt (by norm_num)
  linarith

/-- For charge states `a < n < b`, some chemical potential puts state `n` strictly below both
`a` and `b` exactly when `E n` lies strictly under the chord joining `E a` and `E b`. -/
theorem exists_stable_iff_below_chord (E : ℕ → ℝ) (a n b : ℕ) (han : a < n) (hnb : n < b) :
    (∃ μ, grand E n μ < grand E a μ ∧ grand E n μ < grand E b μ) ↔
      ((b : ℝ) - a) * E n < ((b : ℝ) - n) * E a + ((n : ℝ) - a) * E b := by
  have hp : 0 < (n : ℝ) - a := sub_pos.2 (by exact_mod_cast han)
  have hq : 0 < (b : ℝ) - n := sub_pos.2 (by exact_mod_cast hnb)
  have hd : 0 < (b : ℝ) - a := by linarith
  unfold grand
  constructor
  · -- weight the two inequalities so that `μ` cancels
    rintro ⟨μ, h1, h2⟩
    have k1 := mul_pos hq (sub_pos.2 h1)
    have k2 := mul_pos hp (sub_pos.2 h2)
    nlinarith [k1, k2]
  · -- take `μ` at the a/b level, where states `a` and `b` are degenerate
    intro h
    obtain ⟨μ, hμ⟩ : ∃ μ : ℝ, μ * ((b : ℝ) - a) = E b - E a :=
      ⟨(E b - E a) / ((b : ℝ) - a), div_mul_cancel₀ _ hd.ne'⟩
    have key : ((b : ℝ) - a) * ((E a - a * μ) - (E n - n * μ)) =
        ((b : ℝ) - n) * E a + ((n : ℝ) - a) * E b - ((b : ℝ) - a) * E n := by
      linear_combination ((n : ℝ) - a) * hμ
    have hpos : 0 < (E a - a * μ) - (E n - n * μ) := by
      apply (mul_pos_iff_of_pos_left hd).1
      rw [key]
      linarith
    refine ⟨μ, by linarith, ?_⟩
    have hab : E b - b * μ = E a - a * μ := by linear_combination -hμ
    linarith

end

end NegativeU
```

```lean
#print axioms NegativeU.stability_window
#print axioms NegativeU.exists_stable_iff_U_pos
#print axioms NegativeU.pop1_lt_third
#print axioms NegativeU.exists_stable_iff_below_chord
```

```
'NegativeU.stability_window' depends on axioms: [propext, Classical.choice, Quot.sound]
'NegativeU.exists_stable_iff_U_pos' depends on axioms: [propext, Classical.choice, Quot.sound]
'NegativeU.pop1_lt_third' depends on axioms: [propext, Classical.choice, Quot.sound]
'NegativeU.exists_stable_iff_below_chord' depends on axioms: [propext, Classical.choice, Quot.sound]
```

## Seven definitions and the theorems about them

The function `E : ℕ → ℝ` assigns an energy $E_n$ to the state with $n$ added electrons, and the real number $\mu$ is the chemical potential of the electron reservoir. The definition `grand` is $G_n(\mu) = E_n - n\mu$. The definitions `level01`, `level12` and `level02` are the transition levels

$$\varepsilon_{01} = E_1 - E_0,\qquad \varepsilon_{12} = E_2 - E_1,\qquad \varepsilon_{02} = \tfrac12(E_2 - E_0),$$

and `hubbardU` is $U = E_0 + E_2 - 2E_1$. At inverse temperature $\beta$, `weight` is $w_n = e^{-\beta G_n}$ and `pop1` is the population $p_1 = w_1/(w_0 + w_1 + w_2)$.

The theorems hold for arbitrary real energies. `levels_relations` says that $U = \varepsilon_{12} - \varepsilon_{01}$ and that $\varepsilon_{02}$ is the mean of the two one-electron levels. `stability_window` says that $G_1 < G_0$ and $G_1 < G_2$ hold together exactly when $\varepsilon_{01} < \mu < \varepsilon_{12}$, and `exists_stable_iff_U_pos` says that some such $\mu$ exists exactly when $U > 0$. `U_neg_iff_inverted_levels` says that $U < 0$ is equivalent to $\varepsilon_{12} < \varepsilon_{02} < \varepsilon_{01}$. All these inequalities are strict, so $U = 0$ has neither a window nor an inverted order.

For $U < 0$, `negative_U_gap` gives $G_1 - \min(G_0, G_2) \ge -U/2 > 0$ at every $\mu$, with equality at $\mu = \varepsilon_{02}$. `pop1_eq` writes $p_1$ in closed form, and `pop1_max` bounds it by $1/(1 + 2e^{-\beta U/2})$, a value reached at $\varepsilon_{02}$; both hold for every real $\beta$ and either sign of $U$. `pop1_lt_third` assumes $\beta > 0$, that is positive temperature, and $U < 0$, and concludes $p_1 < 1/3$. Finally, `exists_stable_iff_below_chord` treats any three occupations $a < n < b$: some $\mu$ puts state $n$ strictly below both $a$ and $b$ exactly when $(b-a)E_n < (b-n)E_a + (n-a)E_b$.

## A defect trading electrons with a reservoir

Each added electron is taken from the reservoir, which lowers the reservoir's free energy by $\mu$; this is the term $-n\mu$, and it fixes the convention that $n$ counts electrons, so the charge becomes more negative as $n$ grows. The energies and $\mu$ share one zero. A transition level is the value of $\mu$ at which two lines $G_n(\mu)$ cross.

The quantity $U$ is the energy change of the disproportionation in which two singly occupied defects become one empty and one doubly occupied defect. Despite the name `hubbardU`, it is an effective quantity: each $E_n$ stands for the total energy of that charge state in its own relaxed geometry. The hypothesis $U < 0$ is commonly explained by a relaxation gain that outweighs the repulsion between the two electrons. It is assumed in `negative_U_gap` and `pop1_lt_third` and restated as an order of levels in `U_neg_iff_inverted_levels`; no lattice or electron model is present from which it could be derived.

The energies are fixed numbers that depend on neither $\mu$ nor $\beta$. The chemical potential ranges over all reals, so the window granted by $U > 0$ may lie outside the band gap of a given host. Stability always means lying below the two named competitors; the values of `E` at other occupations are unconstrained, and another state may be lower still. The population counts three nondegenerate states. A singly occupied state usually carries spin degeneracy, which would alter the bound and the number $1/3$, and the file contains no theorem for that case.

For an isolated defect with three charge states of fixed energy, the result describes the diagrams of formation energy against Fermi level drawn from electronic-structure total energies: when $U < 0$ the line of the middle state never touches the lower envelope, and over all real $\mu$ the envelope changes slope once, at $\varepsilon_{02}$; a diagram drawn across the band gap shows this change only when $\varepsilon_{02}$ lies inside the gap.

## Two energy differences that sum to U

Subtracting grand energies gives

$$G_0 - G_1 = \mu - \varepsilon_{01},\qquad G_2 - G_1 = \varepsilon_{12} - \mu .$$

Both are positive exactly when $\varepsilon_{01} < \mu < \varepsilon_{12}$. In `stability_window` each of the four inequalities is this rearrangement, closed by `linarith`. Expanding the definitions gives $\varepsilon_{12} - \varepsilon_{01} = U$ and $\varepsilon_{01} + \varepsilon_{12} = 2\varepsilon_{02}$, which is `levels_relations` by `ring`, and therefore

$$\varepsilon_{02} - \varepsilon_{01} = \varepsilon_{12} - \varepsilon_{02} = U/2 .$$

If some $\mu$ lies in the window, then $\varepsilon_{01} < \varepsilon_{12}$ and $U > 0$. If $U > 0$, the midpoint lies $U/2$ inside each edge, and the proof offers `level02 E` as its witness. If $U < 0$, both differences are negative, which is the inverted order; conversely the inverted order gives $\varepsilon_{12} < \varepsilon_{01}$ and so $U < 0$.

Adding the two energy differences cancels $\mu$ and leaves $G_0 + G_2 - 2G_1 = U$, the step `hs`. The minimum of two numbers is at most each of them (`h0`, `h2`), hence at most their mean:

$$\min(G_0, G_2) \le \tfrac12(G_0 + G_2) = G_1 + U/2 ,$$

so $G_1 - \min(G_0, G_2) \ge -U/2$. At $\mu = \varepsilon_{02}$ one has $G_2 - G_0 = E_2 - E_0 - 2\varepsilon_{02} = 0$, `min_self` removes the minimum, and $G_1 - G_0 = \varepsilon_{01} - \varepsilon_{02} = -U/2$.

## The thermal ceiling on the middle state

Put $t = \beta(\mu - \varepsilon_{02})$. Since $\mu - \varepsilon_{01} = (\mu - \varepsilon_{02}) + U/2$ and $\varepsilon_{12} - \mu = U/2 - (\mu - \varepsilon_{02})$,

$$\frac{w_0}{w_1} = e^{-\beta U/2}e^{-t},\qquad \frac{w_2}{w_1} = e^{-\beta U/2}e^{t},\qquad p_1 = \frac{1}{1 + e^{-\beta U/2}(e^{t} + e^{-t})} .$$

In `pop1_eq` the two ratios are `h0` and `h2`, each proved by merging exponentials with `exp_add` and comparing exponents; `div_eq_div_iff` then cross-multiplies the two positive denominators. Adding $e^{t} \ge 1 + t$ and $e^{-t} \ge 1 - t$, both from `add_one_le_exp`, gives $e^{t} + e^{-t} \ge 2$, the step `hc`. Multiplying by $e^{-\beta U/2} > 0$ shows that the denominator is at least $1 + 2e^{-\beta U/2}$, and taking reciprocals gives the bound. At $\mu = \varepsilon_{02}$, $t = 0$ and the sum equals $2$. For $\beta > 0$ and $U < 0$ the exponent $x = -\beta U/2$ is positive (`hx`), so $e^{x} \ge 1 + x > 1$, the denominator of the bound exceeds $3$, and $p_1 < 1/3$.

## The chord condition on a longer ladder

For $a < n < b$ the differences are $G_a - G_n = E_a - E_n + (n-a)\mu$ and $G_b - G_n = E_b - E_n - (b-n)\mu$. Multiply the first by $b - n > 0$ and the second by $n - a > 0$, and add. The terms in $\mu$ cancel:

$$(b-n)(G_a - G_n) + (n-a)(G_b - G_n) = (b-n)E_a + (n-a)E_b - (b-a)E_n .$$

If both differences are positive, so are the products `k1` and `k2`, and `nlinarith` adds them to reach the chord inequality. Conversely, choose $\mu$ with $\mu(b-a) = E_b - E_a$, which is possible because $b - a > 0$. Then $G_b = G_a$ (`hab`), and

$$(b-a)(G_a - G_n) = (b-a)(E_a - E_n) + (n-a)(E_b - E_a) = (b-n)E_a + (n-a)E_b - (b-a)E_n ,$$

which is `key`. The right side is positive by hypothesis, so $G_n < G_a = G_b$. Dividing the condition by $b - a$ places $E_n$ strictly under the straight line through $(a, E_a)$ and $(b, E_b)$, and at $(a, n, b) = (0, 1, 2)$ it reads $2E_1 < E_0 + E_2$, which is $U > 0$.
